# The Pulay term for a single moving basis vector, and a case where the Hellmann-Feynman term misses the whole derivative

## Question

In an electronic-structure calculation with atom-centred basis functions, the basis moves when a nucleus moves. The force is minus the derivative of the computed energy with respect to the nuclear position, and it is tempting to take that derivative as the expectation value of \(dH/dt\). My understanding is that this fails when the wavefunction is not an exact eigenvector, and that a Pulay term \(2\langle\varphi',(H-E)\varphi\rangle\) must be added. The simplest test I can think of is a constant \(H=\mathrm{diag}(0,1)\) with one basis vector \(\varphi(t)=(\cos t,\sin t)\): the energy should be \(\sin^2 t\), the Hellmann-Feynman term zero, and the derivative \(\sin 2t\) should be all Pulay term, equal to 1 at \(t=\pi/4\). How can this be stated and proved in Lean 4 with Mathlib?

## Answer

The test case works as stated, and it follows from a general decomposition of the derivative into a Hellmann-Feynman term and a Pulay term (the form in the question is for a normalised vector). One qualification is needed: when the vector is not an eigenvector, the Hellmann-Feynman term alone can fail, but it need not, since the Pulay term is still zero whenever \(\varphi'\) is orthogonal to \((H-E)\varphi\). The Hellmann-Feynman theorem as usually stated concerns the derivative of an eigenvalue of a Hermitian operator, and Pulay forces in calculations with atom-centred functions usually involve many basis functions and their overlap matrix; what is proved below concerns the Rayleigh quotient of one real vector in finite dimension.

### Modelling choices

States are real vectors `n → ℝ` with the dot product `⬝ᵥ`, and Hamiltonians are real matrices acting by `*ᵥ`. A basis of one vector leaves no coefficient to optimise, so the computed energy is the Rayleigh quotient, `energy H φ`. The vector need not be normalised, so each term carries the factor \(1/\langle\varphi,\varphi\rangle\):
\[
E=\frac{\langle\varphi,H\varphi\rangle}{\langle\varphi,\varphi\rangle},\qquad
F_{\rm HF}=\frac{\langle\varphi,H'\varphi\rangle}{\langle\varphi,\varphi\rangle},\qquad
F_{\rm P}=\frac{2\langle\varphi',(H-E)\varphi\rangle}{\langle\varphi,\varphi\rangle}.
\]
The last two are `hfTerm H' φ` and `pulayTerm H φ φ'`, and \((H-E)\varphi\) is `eigenResidual H φ`. Both terms are contributions to \(dE/dt\), not to the force, so no minus sign appears. The real parameter \(t\) stands for a nuclear coordinate or any other parameter. Derivatives are taken entry by entry with `HasDerivAt`, at one point \(t\). The concrete objects are `twoLevel a b` \(=\mathrm{diag}(a,b)\), `orbital t` \(=(\cos t,\sin t)\) and `orbitalDeriv t` \(=(-\sin t,\cos t)\).

### Derivation by hand

Write \(c=\langle\varphi,H\varphi\rangle\) and \(N=\langle\varphi,\varphi\rangle\neq0\). The product rule gives
\[
c'=\langle\varphi',H\varphi\rangle+\langle\varphi,H'\varphi\rangle+\langle\varphi,H\varphi'\rangle,\qquad N'=2\langle\varphi',\varphi\rangle .
\]
For symmetric \(H\), \(\langle\varphi,H\varphi'\rangle=\langle\varphi',H\varphi\rangle\). The quotient rule then gives
\[
E'=\frac{c'N-cN'}{N^2}
=\frac{\langle\varphi,H'\varphi\rangle}{N}+\frac{2\left(\langle\varphi',H\varphi\rangle-E\langle\varphi',\varphi\rangle\right)}{N}
=F_{\rm HF}+F_{\rm P}.
\]

If \(H\varphi=\varepsilon\varphi\), then \(E=\varepsilon N/N=\varepsilon\), the residual \(r=(H-E)\varphi\) is zero, and \(F_{\rm P}=0\) for every \(\varphi'\). Conversely, if \(F_{\rm P}=0\) for every \(\varphi'\), the choice \(\varphi'=r\) gives \(2\langle r,r\rangle/N=0\), so \(r=0\) and \(H\varphi=E\varphi\).

Now take \(H=\mathrm{diag}(a,b)\) constant and \(\varphi=(\cos t,\sin t)\). Then \(N=1\), \(\varphi'=(-\sin t,\cos t)\) and \(H\varphi=(a\cos t,\,b\sin t)\), so
\[
E=a\cos^2t+b\sin^2t,\qquad \langle\varphi',\varphi\rangle=0,\qquad \langle\varphi',H\varphi\rangle=(b-a)\sin t\cos t .
\]
Hence \(F_{\rm P}=2(b-a)\sin t\cos t=(b-a)\sin 2t\). Since \(H'=0\), \(F_{\rm HF}=0\) and \(E'=F_{\rm P}\). With \(a=0\), \(b=1\) this reads \(E=\sin^2t\) and \(E'=\sin 2t\), in agreement with differentiating \(\sin^2 t\) directly. At \(t=\pi/4\), \(E'=\sin(\pi/2)=1\) while \(F_{\rm HF}=0\).

### The Lean file

```lean
import Mathlib

open Matrix

namespace PulayCorrection

noncomputable section

variable {n : Type*} [Fintype n]

/-- Energy in the basis of the single vector `φ`: the Rayleigh quotient `⟨φ,Hφ⟩/⟨φ,φ⟩`. -/
def energy (H : Matrix n n ℝ) (φ : n → ℝ) : ℝ :=
  (φ ⬝ᵥ H *ᵥ φ) / (φ ⬝ᵥ φ)

/-- The residual vector `(H - E) φ`, with `E` the energy of `φ`. -/
def eigenResidual (H : Matrix n n ℝ) (φ : n → ℝ) : n → ℝ :=
  H *ᵥ φ - energy H φ • φ

/-- The Hellmann-Feynman term `⟨φ,H'φ⟩/⟨φ,φ⟩` for the derivative `H'` of the Hamiltonian. -/
def hfTerm (H' : Matrix n n ℝ) (φ : n → ℝ) : ℝ :=
  (φ ⬝ᵥ H' *ᵥ φ) / (φ ⬝ᵥ φ)

/-- The Pulay term `2⟨φ',(H - E)φ⟩/⟨φ,φ⟩` for the derivative `φ'` of the basis vector. -/
def pulayTerm (H : Matrix n n ℝ) (φ φ' : n → ℝ) : ℝ :=
  2 * (φ' ⬝ᵥ eigenResidual H φ) / (φ ⬝ᵥ φ)

/-- The two-level Hamiltonian `diag(a, b)`. -/
def twoLevel (a b : ℝ) : Matrix (Fin 2) (Fin 2) ℝ :=
  !![a, 0; 0, b]

/-- The rotating basis vector `φ(t) = (cos t, sin t)`. -/
def orbital (t : ℝ) : Fin 2 → ℝ :=
  ![Real.cos t, Real.sin t]

/-- The vector `(-sin t, cos t)`. -/
def orbitalDeriv (t : ℝ) : Fin 2 → ℝ :=
  ![-Real.sin t, Real.cos t]

/-- For a symmetric Hamiltonian `⟨u,Hv⟩ = ⟨v,Hu⟩`. -/
theorem symm_form {H : Matrix n n ℝ} (hs : H.IsSymm) (u v : n → ℝ) :
    u ⬝ᵥ H *ᵥ v = v ⬝ᵥ H *ᵥ u := by
  rw [Matrix.dotProduct_mulVec, dotProduct_comm, ← Matrix.mulVec_transpose, hs.eq]

/-- Product rule for the matrix element:
`⟨φ,Hφ⟩' = ⟨φ',Hφ⟩ + ⟨φ,H'φ⟩ + ⟨φ,Hφ'⟩`. -/
theorem matrixElement_hasDerivAt {H : ℝ → Matrix n n ℝ} {H' : Matrix n n ℝ}
    {φ : ℝ → n → ℝ} {φ' : n → ℝ} {t : ℝ}
    (hH : ∀ i j, HasDerivAt (fun s => H s i j) (H' i j) t)
    (hφ : ∀ i, HasDerivAt (fun s => φ s i) (φ' i) t) :
    HasDerivAt (fun s => φ s ⬝ᵥ H s *ᵥ φ s)
      (φ' ⬝ᵥ H t *ᵥ φ t + φ t ⬝ᵥ H' *ᵥ φ t + φ t ⬝ᵥ H t *ᵥ φ') t := by
  have h : HasDerivAt (fun s => ∑ i, φ s i * ∑ j, H s i j * φ s j)
      (∑ i, (φ' i * ∑ j, H t i j * φ t j
        + φ t i * ∑ j, (H' i j * φ t j + H t i j * φ' j))) t :=
    HasDerivAt.fun_sum fun i _ =>
      (hφ i).fun_mul (HasDerivAt.fun_sum fun j _ => (hH i j).fun_mul (hφ j))
  have e : (∑ i, (φ' i * ∑ j, H t i j * φ t j
        + φ t i * ∑ j, (H' i j * φ t j + H t i j * φ' j)))
      = φ' ⬝ᵥ H t *ᵥ φ t + φ t ⬝ᵥ H' *ᵥ φ t + φ t ⬝ᵥ H t *ᵥ φ' := by
    simp [dotProduct, Matrix.mulVec, Finset.sum_add_distrib, mul_add, add_assoc]
  exact h.congr_deriv e

/-- The overlap `⟨φ,φ⟩` has derivative `2⟨φ',φ⟩`. -/
theorem overlap_hasDerivAt {φ : ℝ → n → ℝ} {φ' : n → ℝ} {t : ℝ}
    (hφ : ∀ i, HasDerivAt (fun s => φ s i) (φ' i) t) :
    HasDerivAt (fun s => φ s ⬝ᵥ φ s) (2 * (φ' ⬝ᵥ φ t)) t := by
  have h : HasDerivAt (fun s => ∑ i, φ s i * φ s i)
      (∑ i, (φ' i * φ t i + φ t i * φ' i)) t :=
    HasDerivAt.fun_sum fun i _ => (hφ i).fun_mul (hφ i)
  have e : (∑ i, (φ' i * φ t i + φ t i * φ' i)) = 2 * (φ' ⬝ᵥ φ t) := by
    simp only [dotProduct, Finset.mul_sum]
    exact Finset.sum_congr rfl fun i _ => by ring
  exact h.congr_deriv e

/-- For a symmetric Hamiltonian and a nonzero moving basis vector, the derivative of the
energy is the Hellmann-Feynman term plus the Pulay term. -/
theorem energy_hasDerivAt {H : ℝ → Matrix n n ℝ} {H' : Matrix n n ℝ}
    {φ : ℝ → n → ℝ} {φ' : n → ℝ} {t : ℝ}
    (hH : ∀ i j, HasDerivAt (fun s => H s i j) (H' i j) t)
    (hφ : ∀ i, HasDerivAt (fun s => φ s i) (φ' i) t)
    (hs : (H t).IsSymm) (h0 : φ t ≠ 0) :
    HasDerivAt (fun s => energy (H s) (φ s))
      (hfTerm H' (φ t) + pulayTerm (H t) (φ t) φ') t := by
  have hN : φ t ⬝ᵥ φ t ≠ 0 := fun h => h0 (dotProduct_self_eq_zero.mp h)
  -- quotient rule for ⟨φ,Hφ⟩ / ⟨φ,φ⟩
  have h := (matrixElement_hasDerivAt hH hφ).fun_div (overlap_hasDerivAt hφ) hN
  have key : ∀ a b c d N : ℝ, N ≠ 0 →
      ((a + b + a) * N - c * (2 * d)) / N ^ 2 = b / N + 2 * (a - c / N * d) / N := by
    intro a b c d N hN'
    field_simp
    ring
  refine h.congr_deriv ?_
  simp only [hfTerm, pulayTerm, eigenResidual, energy, dotProduct_sub, dotProduct_smul,
    smul_eq_mul]
  -- symmetry merges the two terms containing φ'
  rw [symm_form hs (φ t) φ']
  exact key _ _ _ _ _ hN

/-- For a nonzero vector `φ`, the Pulay term vanishes for every `φ'` exactly when `φ` is an
eigenvector of `H`. -/
theorem pulayTerm_eq_zero_iff (H : Matrix n n ℝ) {φ : n → ℝ} (h0 : φ ≠ 0) :
    (∀ φ', pulayTerm H φ φ' = 0) ↔ ∃ ε : ℝ, H *ᵥ φ = ε • φ := by
  have hN : φ ⬝ᵥ φ ≠ 0 := fun h => h0 (dotProduct_self_eq_zero.mp h)
  constructor
  · intro h
    refine ⟨energy H φ, ?_⟩
    -- move the basis vector along the residual itself
    have h1 := h (eigenResidual H φ)
    rw [pulayTerm, div_eq_zero_iff] at h1
    rcases h1 with h1 | h1
    · have h2 : eigenResidual H φ ⬝ᵥ eigenResidual H φ = 0 := by linarith
      have h3 : H *ᵥ φ - energy H φ • φ = 0 := dotProduct_self_eq_zero.mp h2
      exact sub_eq_zero.mp h3
    · exact absurd h1 hN
  · rintro ⟨ε, hε⟩ φ'
    have hE : energy H φ = ε := by
      rw [energy, hε, dotProduct_smul, smul_eq_mul, mul_div_assoc, div_self hN, mul_one]
    simp [pulayTerm, eigenResidual, hE, hε]

/-- Hellmann-Feynman theorem: if `φ(t)` is an eigenvector of the symmetric `H(t)`, the
derivative of the energy at `t` is the Hellmann-Feynman term. -/
theorem hellmann_feynman {H : ℝ → Matrix n n ℝ} {H' : Matrix n n ℝ}
    {φ : ℝ → n → ℝ} {φ' : n → ℝ} {t ε : ℝ}
    (hH : ∀ i j, HasDerivAt (fun s => H s i j) (H' i j) t)
    (hφ : ∀ i, HasDerivAt (fun s => φ s i) (φ' i) t)
    (hs : (H t).IsSymm) (h0 : φ t ≠ 0) (hε : H t *ᵥ φ t = ε • φ t) :
    HasDerivAt (fun s => energy (H s) (φ s)) (hfTerm H' (φ t)) t := by
  refine (energy_hasDerivAt hH hφ hs h0).congr_deriv ?_
  rw [(pulayTerm_eq_zero_iff (H t) h0).mpr ⟨ε, hε⟩ φ', add_zero]

/-- The rotating vector `(cos t, sin t)` has derivative `(-sin t, cos t)`. -/
theorem orbital_hasDerivAt (t : ℝ) :
    ∀ i, HasDerivAt (fun s => orbital s i) (orbitalDeriv t i) t := by
  intro i
  fin_cases i
  · simpa [orbital, orbitalDeriv] using Real.hasDerivAt_cos t
  · simpa [orbital, orbitalDeriv] using Real.hasDerivAt_sin t

/-- The rotating vector is normalised. -/
theorem orbital_norm (t : ℝ) : orbital t ⬝ᵥ orbital t = 1 := by
  have h : orbital t ⬝ᵥ orbital t
      = Real.cos t * Real.cos t + Real.sin t * Real.sin t := by
    simp [orbital, dotProduct, Fin.sum_univ_two]
  rw [h]
  linear_combination Real.sin_sq_add_cos_sq t

/-- The family `diag(s, 1)` with the rotating vector meets the hypotheses of
`hellmann_feynman` at `s = 0`, with `φ' ≠ 0` and Hellmann-Feynman term `1`. -/
theorem hellmann_feynman_witness :
    (∀ i j, HasDerivAt (fun s => twoLevel s 1 i j) (twoLevel 1 0 i j) 0) ∧
    (∀ i, HasDerivAt (fun s => orbital s i) (orbitalDeriv 0 i) 0) ∧
    (twoLevel 0 1).IsSymm ∧ orbital 0 ≠ 0 ∧
    twoLevel 0 1 *ᵥ orbital 0 = (0 : ℝ) • orbital 0 ∧
    orbitalDeriv 0 ≠ 0 ∧ hfTerm (twoLevel 1 0) (orbital 0) = 1 := by
  refine ⟨?_, orbital_hasDerivAt 0, ?_, ?_, ?_, ?_, ?_⟩
  · intro i j
    fin_cases i <;> fin_cases j
    · simpa [twoLevel] using hasDerivAt_id' (0 : ℝ)
    · simpa [twoLevel] using hasDerivAt_const (0 : ℝ) (0 : ℝ)
    · simpa [twoLevel] using hasDerivAt_const (0 : ℝ) (0 : ℝ)
    · simpa [twoLevel] using hasDerivAt_const (0 : ℝ) (1 : ℝ)
  · show (twoLevel 0 1)ᵀ = twoLevel 0 1
    ext i j
    fin_cases i <;> fin_cases j <;> simp [twoLevel]
  · intro h
    simpa [orbital] using congrFun h 0
  · ext i
    fin_cases i <;> simp [twoLevel, orbital, Matrix.mulVec, dotProduct, Fin.sum_univ_two]
  · intro h
    simpa [orbitalDeriv] using congrFun h 1
  · simp [hfTerm, twoLevel, orbital, Matrix.mulVec, dotProduct, Fin.sum_univ_two]

/-- For `H = diag(a, b)` and the rotating vector, the energy is `a cos² t + b sin² t` and the
Pulay term is `(b - a) sin 2t`. -/
theorem twoLevel_terms (a b t : ℝ) :
    energy (twoLevel a b) (orbital t) = a * Real.cos t ^ 2 + b * Real.sin t ^ 2 ∧
    pulayTerm (twoLevel a b) (orbital t) (orbitalDeriv t) = (b - a) * Real.sin (2 * t) := by
  have h1 : orbital t ⬝ᵥ twoLevel a b *ᵥ orbital t
      = Real.cos t * (a * Real.cos t) + Real.sin t * (b * Real.sin t) := by
    simp [twoLevel, orbital, Matrix.mulVec, dotProduct, Fin.sum_univ_two]
  have h2 : orbitalDeriv t ⬝ᵥ twoLevel a b *ᵥ orbital t
      = -Real.sin t * (a * Real.cos t) + Real.cos t * (b * Real.sin t) := by
    simp [twoLevel, orbital, orbitalDeriv, Matrix.mulVec, dotProduct, Fin.sum_univ_two]
  have h3 : orbitalDeriv t ⬝ᵥ orbital t
      = -Real.sin t * Real.cos t + Real.cos t * Real.sin t := by
    simp [orbital, orbitalDeriv, dotProduct, Fin.sum_univ_two]
  constructor
  · rw [energy, orbital_norm, h1]
    ring
  · -- the part E⟨φ',φ⟩ drops out because φ' is orthogonal to φ
    simp only [pulayTerm, eigenResidual, dotProduct_sub, dotProduct_smul, smul_eq_mul,
      h2, h3, orbital_norm, Real.sin_two_mul]
    ring

/-- For the constant Hamiltonian `diag(a, b)` and the rotating vector, the derivative of the
energy is the Pulay term. -/
theorem twoLevel_hasDerivAt (a b t : ℝ) :
    HasDerivAt (fun s => energy (twoLevel a b) (orbital s))
      (pulayTerm (twoLevel a b) (orbital t) (orbitalDeriv t)) t := by
  have hs : (twoLevel a b).IsSymm := by
    show (twoLevel a b)ᵀ = twoLevel a b
    ext i j
    fin_cases i <;> fin_cases j <;> simp [twoLevel]
  have h0 : orbital t ≠ 0 := by
    intro h
    have h1 := orbital_norm t
    rw [h] at h1
    simp at h1
  -- general formula with H' = 0
  have h := energy_hasDerivAt (H := fun _ => twoLevel a b) (H' := 0) (φ := orbital)
    (φ' := orbitalDeriv t) (t := t) (fun i j => hasDerivAt_const t (twoLevel a b i j))
    (orbital_hasDerivAt t) hs h0
  refine h.congr_deriv ?_
  simp [hfTerm]

/-- For constant `H = diag(0, 1)` and `φ = (cos t, sin t)` the energy is `sin² t`, the
Hellmann-Feynman term is zero, and the derivative and the Pulay term both equal `sin 2t`.
At `t = π/4` the Pulay term is `1` and the Hellmann-Feynman term is not the derivative. -/
theorem pulay_counterexample :
    (∀ t, energy (twoLevel 0 1) (orbital t) = Real.sin t ^ 2) ∧
    (∀ (t : ℝ) (H' : Matrix (Fin 2) (Fin 2) ℝ),
      (∀ i j, HasDerivAt (fun _ : ℝ => twoLevel 0 1 i j) (H' i j) t) →
        hfTerm H' (orbital t) = 0) ∧
    (∀ t, HasDerivAt (fun s => energy (twoLevel 0 1) (orbital s)) (Real.sin (2 * t)) t) ∧
    (∀ t, pulayTerm (twoLevel 0 1) (orbital t) (orbitalDeriv t) = Real.sin (2 * t)) ∧
    pulayTerm (twoLevel 0 1) (orbital (Real.pi / 4)) (orbitalDeriv (Real.pi / 4)) = 1 ∧
    ¬ HasDerivAt (fun s => energy (twoLevel 0 1) (orbital s))
      (hfTerm 0 (orbital (Real.pi / 4))) (Real.pi / 4) := by
  have hP : ∀ t, pulayTerm (twoLevel 0 1) (orbital t) (orbitalDeriv t)
      = Real.sin (2 * t) := by
    intro t
    rw [(twoLevel_terms 0 1 t).2]
    ring
  have h1 : pulayTerm (twoLevel 0 1) (orbital (Real.pi / 4)) (orbitalDeriv (Real.pi / 4))
      = 1 := by
    rw [hP, show 2 * (Real.pi / 4) = Real.pi / 2 by ring, Real.sin_pi_div_two]
  refine ⟨?_, ?_, ?_, hP, h1, ?_⟩
  · intro t
    rw [(twoLevel_terms 0 1 t).1]
    ring
  · intro t H' h
    -- the derivative of a constant Hamiltonian vanishes
    have hz : H' = 0 := by
      ext i j
      exact (h i j).unique (hasDerivAt_const t (twoLevel 0 1 i j))
    simp [hfTerm, hz]
  · intro t
    exact (twoLevel_hasDerivAt 0 1 t).congr_deriv (hP t)
  · intro h
    -- uniqueness of the derivative would give 0 = 1
    have h2 := h.unique (twoLevel_hasDerivAt 0 1 (Real.pi / 4))
    rw [h1] at h2
    simp [hfTerm] at h2

end

end PulayCorrection
```

```lean
#print axioms PulayCorrection.energy_hasDerivAt
-- 'PulayCorrection.energy_hasDerivAt' depends on axioms: [propext, Classical.choice, Quot.sound]
#print axioms PulayCorrection.hellmann_feynman
-- 'PulayCorrection.hellmann_feynman' depends on axioms: [propext, Classical.choice, Quot.sound]
#print axioms PulayCorrection.pulay_counterexample
-- 'PulayCorrection.pulay_counterexample' depends on axioms: [propext, Classical.choice, Quot.sound]
```

### What the statements say

`energy_hasDerivAt` assumes that every entry of \(H(s)\) has derivative \(H'_{ij}\) at \(t\) (`hH`), that every component of \(\varphi(s)\) has derivative \(\varphi'_i\) at \(t\) (`hφ`), that \(H(t)\) is symmetric (`hs`) and that \(\varphi(t)\neq0\) (`h0`). It concludes that \(s\mapsto E(s)\) has derivative \(F_{\rm HF}+F_{\rm P}\) at \(t\). Symmetry is required only at \(t\).

`pulayTerm_eq_zero_iff` holds for any real matrix, symmetric or not, and any nonzero \(\varphi\): the Pulay term vanishes for all directions \(\varphi'\) exactly when \(\varphi\) is an eigenvector. For one fixed \(\varphi'\) the term can vanish without this, for instance when \(\varphi'=0\).

`hellmann_feynman` adds `hε`, the eigenvector equation at the single point \(t\), and concludes that the derivative of the Rayleigh quotient is \(F_{\rm HF}\). Differentiability of \(\varphi\) is assumed, not derived from perturbation theory, and nothing is said about \(\varphi(s)\) being an eigenvector for \(s\neq t\). `hellmann_feynman_witness` checks these assumptions for \(H(s)=\mathrm{diag}(s,1)\) and the rotating vector at \(s=0\), where \(\varphi'\neq0\) and \(F_{\rm HF}=1\).

`pulay_counterexample` is a conjunction of six facts for \(\mathrm{diag}(0,1)\): the energy is \(\sin^2t\); for any matrix `H'` that is an entrywise derivative of the constant family, the Hellmann-Feynman term is zero; the energy has derivative \(\sin 2t\) at every \(t\); the Pulay term equals \(\sin 2t\); it equals 1 at \(\pi/4\); and at \(\pi/4\) the Hellmann-Feynman term `hfTerm 0 (orbital (Real.pi / 4))` is not the derivative.

### How the proof follows the hand calculation

`symm_form` is the identity \(\langle u,Hv\rangle=\langle v,Hu\rangle\), obtained by moving \(H\) across the dot product as a transpose. `matrixElement_hasDerivAt` and `overlap_hasDerivAt` write \(c\) and \(N\) as sums over components, differentiate with `HasDerivAt.fun_sum` and `fun_mul`, and regroup the sums into dot products. In `energy_hasDerivAt`, `fun_div` is the quotient rule, the rewrite with `symm_form hs (φ t) φ'` merges the two terms containing \(\varphi'\), and `key` is the scalar identity in the displayed formula for \(E'\), with `a` \(=\langle\varphi',H\varphi\rangle\), `b` \(=\langle\varphi,H'\varphi\rangle\), `c` \(=\langle\varphi,H\varphi\rangle\) and `d` \(=\langle\varphi',\varphi\rangle\).

The forward direction of `pulayTerm_eq_zero_iff` applies the hypothesis to `eigenResidual H φ` and uses `dotProduct_self_eq_zero`; the backward direction first shows `energy H φ = ε`. `hellmann_feynman` combines that direction with the decomposition.

`orbital_hasDerivAt` and `orbital_norm` give \(\varphi'\) and \(N=1\). In `twoLevel_terms`, `h1`, `h2` and `h3` are the three dot products \(\langle\varphi,H\varphi\rangle\), \(\langle\varphi',H\varphi\rangle\) and \(\langle\varphi',\varphi\rangle\), and `Real.sin_two_mul` supplies the double angle. `twoLevel_hasDerivAt` applies the general formula with `H' := 0`. In `pulay_counterexample`, uniqueness of derivatives is used twice: to force `H' = 0`, and to turn the supposition that the Hellmann-Feynman term is the derivative at \(\pi/4\) into \(0=1\).

### Remarks

In this simplified one-vector, one-parameter form, the result shows that a gradient built from \(\langle\varphi,H'\varphi\rangle\) alone can differ from the derivative of the energy actually computed when the basis moves and does not contain an eigenvector. Several basis functions with optimised coefficients, self-consistent Hamiltonians, complex amplitudes and infinite dimension are not covered.

The two counter-examples that follow are hand checks with no counterpart in the file. Symmetry cannot be dropped: for the constant matrix with \(H_{12}=1\) and all other entries zero, the rotating vector has \(E=\sin t\cos t\) and \(E'(0)=1\), while at \(t=0\) both \(H'\) and the residual vanish, so both terms are zero. The condition \(\varphi(t)\neq0\) cannot be dropped either: Lean sets division by zero to zero, so for \(n=1\), \(H=1\) and \(\varphi(s)=s\), `energy` is 1 for \(s\neq0\) and 0 at \(s=0\), where it is discontinuous and has no derivative.
